# The Cayley transform of a 3 × 3 cross-product matrix as a rotation in Gibbs form

## A precessing moment and one time step

Without damping, a magnetic moment $m$ in a constant field precesses according to $\dot m=\omega\times m$, where the vector $\omega$ is the constant angular velocity of the precession. The implicit midpoint rule with time step $\Delta t$ determines the moment $m'$ after one step from

$$m'-m=\tfrac{\Delta t}{2}\,\omega\times(m+m').$$

Put $g=\tfrac{\Delta t}{2}\omega$ and let $K$ be the matrix of $v\mapsto g\times v$. Then $(1-K)m'=(1+K)m$. Can this always be solved for $m'$, and does the step preserve the length of $m$?

The answer is yes for every real $g$: the step is a rotation about $g$. The same formula mixes three real orthonormal orbitals if their rotation is parametrised by the Cayley transform of an antisymmetric $3\times3$ matrix $K$; the more common parametrisation by the exponential $e^K$ generally gives a different matrix for the same nonzero $K$. The closed form below rests on $K^3$ being a multiple of $K$, which can fail for antisymmetric matrices of size four or more.

## The Gibbs form and its derivation

Write $s=g\cdot g$, $c=2/(1+s)$ and $R=(1-K)^{-1}(1+K)$. The claim is

$$R=1+c\,(K+K^2),\qquad R^TR=1,\quad \det R=1,\quad Rg=g.$$

**Cubic identity.** Since $K^2v=g\times(g\times v)=g(g\cdot v)-s\,v$, one more cross product with $g$ gives $K^3=-sK$.

**Invertibility.** With components $g_0,g_1,g_2$,

$$\det(1-K)=\det\begin{pmatrix}1&g_2&-g_1\\-g_2&1&g_0\\g_1&-g_0&1\end{pmatrix}=1+s>0.$$

**Closed form.** The cubic identity gives $(1-K)(K+K^2)=K-K^3=(1+s)K$. Because $c(1+s)=2$,

$$(1-K)\bigl(1+c(K+K^2)\bigr)=1-K+2K=1+K.$$

Multiplying by $(1-K)^{-1}$ from the left yields the formula for $R$.

**Orthogonality.** From $K^T=-K$ we get $R^T=1+c(-K+K^2)$, hence

$$R^TR=1+2cK^2+c^2(K^4-K^2).$$

Here $K^4=-sK^2$, so the last term is $-c^2(1+s)K^2=-2cK^2$, and $R^TR=1$.

**Determinant.** Since $1+K=(1-K)^T$, taking determinants in $(1-K)R=1+K$ gives $(1+s)\det R=1+s$.

**Axis.** If $Rv=v$, then $(1-K)v=(1+K)v$, so $g\times v=0$. Conversely, $Kv=0$ gives $Rv=v$ by the closed form. In particular $Rg=g$.

**Angle.** Let $g=tn$ with $n\cdot n=1$ and $t=\tan(\theta/2)$. Then $c=2\cos^2(\theta/2)$, $ct=\sin\theta$ and $ct^2=1-\cos\theta$. With $K_n$ the matrix of $n$,

$$R=1+\sin\theta\,K_n+(1-\cos\theta)K_n^2,$$

which is the Rodrigues formula.

## Reading the Lean statements

A vector is a function `Fin 3 → ℝ`, with components numbered from 0. `crossMatrix g` is $K$, and `crossMatrix_mulVec` confirms that it acts as the cross product `⨯₃`. The squared length is the dot product `g ⬝ᵥ g`. `cayley g` is $R$, without the factor $\tfrac12$ that some conventions place in front of $K$.

`cayley_gibbs` and `cayley_rotation` hold for every real `g`, including zero, where $R=1$. `cayley_rodrigues` assumes a unit vector `n` and $\cos(\theta/2)\neq0$. The time step enters only through the interpretation of $g$; the accuracy of the integrator is not addressed.

```lean
import Mathlib

open Matrix

namespace GibbsCayley

noncomputable section

/-- The cross-product matrix of a real three-dimensional vector `g`. -/
def crossMatrix (g : Fin 3 → ℝ) : Matrix (Fin 3) (Fin 3) ℝ :=
  !![0, -g 2, g 1; g 2, 0, -g 0; -g 1, g 0, 0]

/-- The Cayley transform `(1 - K)⁻¹ (1 + K)` of the cross-product matrix `K` of `g`. -/
def cayley (g : Fin 3 → ℝ) : Matrix (Fin 3) (Fin 3) ℝ :=
  (1 - crossMatrix g)⁻¹ * (1 + crossMatrix g)

/-- The cross-product matrix of `g` sends a vector `v` to `g × v`. -/
theorem crossMatrix_mulVec (g v : Fin 3 → ℝ) : crossMatrix g *ᵥ v = g ⨯₃ v := by
  ext i
  fin_cases i <;>
    simp [crossMatrix, cross_apply, Matrix.mulVec, dotProduct, Fin.sum_univ_three] <;> ring

/-- The cross-product matrix is antisymmetric. -/
theorem crossMatrix_transpose (g : Fin 3 → ℝ) : (crossMatrix g)ᵀ = -crossMatrix g := by
  ext i j
  fin_cases i <;> fin_cases j <;> simp [crossMatrix]

/-- The cube of the cross-product matrix is minus the squared length of `g` times the matrix. -/
theorem crossMatrix_cube (g : Fin 3 → ℝ) :
    crossMatrix g ^ 3 = (-(g ⬝ᵥ g)) • crossMatrix g := by
  ext i j
  fin_cases i <;> fin_cases j <;>
    simp [crossMatrix, pow_succ, Matrix.mul_apply, Fin.sum_univ_three, dotProduct] <;> ring

/-- One plus the squared length of a real vector is positive. -/
theorem one_add_dot_pos (g : Fin 3 → ℝ) : 0 < 1 + g ⬝ᵥ g := by
  have h : 0 ≤ g ⬝ᵥ g := Finset.sum_nonneg fun i _ => mul_self_nonneg (g i)
  linarith

/-- The determinant of `1 - K` is one plus the squared length of `g`. -/
theorem det_one_sub (g : Fin 3 → ℝ) : (1 - crossMatrix g).det = 1 + g ⬝ᵥ g := by
  rw [Matrix.det_fin_three]
  simp [crossMatrix, dotProduct, Fin.sum_univ_three]
  ring

/-- **Gibbs vector form.** The Cayley transform of the cross-product matrix `K` of `g` is
`1 + (2 / (1 + |g|²)) (K + K²)`. -/
theorem cayley_gibbs (g : Fin 3 → ℝ) :
    cayley g = 1 + (2 / (1 + g ⬝ᵥ g)) • (crossMatrix g + crossMatrix g ^ 2) := by
  have hne : 1 + g ⬝ᵥ g ≠ 0 := (one_add_dot_pos g).ne'
  have hu : IsUnit (1 - crossMatrix g).det := by
    rw [det_one_sub]
    exact isUnit_iff_ne_zero.mpr hne
  have hc : 2 / (1 + g ⬝ᵥ g) * (1 + g ⬝ᵥ g) = 2 := by field_simp
  -- the cubic identity collapses the product with `1 - K`
  have h0 : (1 - crossMatrix g) * (crossMatrix g + crossMatrix g ^ 2)
      = (1 + g ⬝ᵥ g) • crossMatrix g := by
    calc _ = crossMatrix g - crossMatrix g ^ 3 := by noncomm_ring
      _ = _ := by rw [crossMatrix_cube]; module
  have h : (1 - crossMatrix g) *
      (1 + (2 / (1 + g ⬝ᵥ g)) • (crossMatrix g + crossMatrix g ^ 2))
      = 1 + crossMatrix g := by
    rw [mul_add, mul_one, mul_smul_comm, h0, smul_smul, hc]
    module
  -- cancel the invertible factor
  unfold cayley
  rw [← h, ← mul_assoc, Matrix.nonsing_inv_mul _ hu, one_mul]

/-- The Cayley transform `R` solves the linear equation `(1 - K) R = 1 + K`. -/
theorem one_sub_mul_cayley (g : Fin 3 → ℝ) :
    (1 - crossMatrix g) * cayley g = 1 + crossMatrix g := by
  have hu : IsUnit (1 - crossMatrix g).det := by
    rw [det_one_sub]
    exact isUnit_iff_ne_zero.mpr (one_add_dot_pos g).ne'
  unfold cayley
  rw [← mul_assoc, Matrix.mul_nonsing_inv _ hu, one_mul]

/-- The Cayley transform leaves a vector `v` unchanged exactly when `g × v = 0`. -/
theorem cayley_fixed_iff (g v : Fin 3 → ℝ) : cayley g *ᵥ v = v ↔ g ⨯₃ v = 0 := by
  constructor
  · intro hv
    -- apply `(1 - K) R = 1 + K` to the fixed vector
    have h : (1 - crossMatrix g) *ᵥ (cayley g *ᵥ v) = (1 + crossMatrix g) *ᵥ v := by
      rw [Matrix.mulVec_mulVec, one_sub_mul_cayley]
    rw [hv, Matrix.sub_mulVec, Matrix.add_mulVec, Matrix.one_mulVec, crossMatrix_mulVec] at h
    funext i
    have hi := congrFun h i
    simp only [Pi.sub_apply, Pi.add_apply] at hi
    rw [Pi.zero_apply]
    linarith
  · intro hv
    have hK : crossMatrix g *ᵥ v = 0 := by rw [crossMatrix_mulVec, hv]
    rw [cayley_gibbs, Matrix.add_mulVec, Matrix.one_mulVec, Matrix.smul_mulVec,
      Matrix.add_mulVec, sq, ← Matrix.mulVec_mulVec, hK]
    simp

/-- The Cayley transform is a rotation that fixes `g`: it is orthogonal, has determinant one,
and maps `g` to itself. -/
theorem cayley_rotation (g : Fin 3 → ℝ) :
    (cayley g)ᵀ * cayley g = 1 ∧ (cayley g).det = 1 ∧ cayley g *ᵥ g = g := by
  have hne : 1 + g ⬝ᵥ g ≠ 0 := (one_add_dot_pos g).ne'
  refine ⟨?_, ?_, (cayley_fixed_iff g g).mpr (cross_self g)⟩
  · have hc : 2 / (1 + g ⬝ᵥ g) * (1 + g ⬝ᵥ g) = 2 := by field_simp
    have h4 : (-crossMatrix g + crossMatrix g ^ 2) * (crossMatrix g + crossMatrix g ^ 2)
        = (-(1 + g ⬝ᵥ g)) • crossMatrix g ^ 2 := by
      calc _ = crossMatrix g ^ 3 * crossMatrix g - crossMatrix g ^ 2 := by noncomm_ring
        _ = _ := by
          rw [crossMatrix_cube, smul_mul_assoc, ← sq (crossMatrix g)]
          module
    rw [cayley_gibbs]
    generalize 2 / (1 + g ⬝ᵥ g) = c at hc ⊢
    have hcc : c * c * (-(1 + g ⬝ᵥ g)) = -(2 * c) := by linear_combination (-c) * hc
    simp only [Matrix.transpose_add, Matrix.transpose_one, Matrix.transpose_smul,
      Matrix.transpose_pow, crossMatrix_transpose, neg_sq]
    rw [add_mul, one_mul, mul_add, mul_one, smul_mul_smul_comm, h4, smul_smul, hcc]
    module
  · -- `1 + K` is the transpose of `1 - K`, so both have the same determinant
    have hT : 1 + crossMatrix g = (1 - crossMatrix g)ᵀ := by
      rw [Matrix.transpose_sub, Matrix.transpose_one, crossMatrix_transpose, sub_neg_eq_add]
    have h := congrArg Matrix.det (one_sub_mul_cayley g)
    rw [Matrix.det_mul, hT, Matrix.det_transpose, det_one_sub] at h
    exact mul_left_cancel₀ hne (h.trans (mul_one _).symm)

/-- **Rodrigues formula.** For a unit vector `n` and an angle `θ` with `cos (θ/2) ≠ 0`, the
Cayley transform of `tan (θ/2) n` is `1 + sin θ K + (1 - cos θ) K²`, where `K` is the
cross-product matrix of `n`. -/
theorem cayley_rodrigues (n : Fin 3 → ℝ) (hn : n ⬝ᵥ n = 1) (θ : ℝ)
    (hθ : Real.cos (θ / 2) ≠ 0) :
    cayley (Real.tan (θ / 2) • n) =
      1 + Real.sin θ • crossMatrix n + (1 - Real.cos θ) • crossMatrix n ^ 2 := by
  obtain ⟨φ, rfl⟩ : ∃ φ, θ = 2 * φ := ⟨θ / 2, by ring⟩
  have e : 2 * φ / 2 = φ := by ring
  rw [e] at hθ ⊢
  have ht : Real.tan φ * Real.cos φ = Real.sin φ := Real.tan_mul_cos hθ
  have hsc := Real.sin_sq_add_cos_sq φ
  have hK : crossMatrix (Real.tan φ • n) = Real.tan φ • crossMatrix n := by
    ext i j
    fin_cases i <;> fin_cases j <;> simp [crossMatrix]
  have hdot : (Real.tan φ • n) ⬝ᵥ (Real.tan φ • n) = Real.tan φ ^ 2 := by
    rw [smul_dotProduct, dotProduct_smul, hn, smul_eq_mul, smul_eq_mul]
    ring
  -- half-angle identities for the two coefficients
  have hden : 2 / (1 + Real.tan φ ^ 2) = 2 * Real.cos φ ^ 2 := by
    rw [div_eq_iff (by positivity)]
    linear_combination
      (-2 * (Real.tan φ * Real.cos φ + Real.sin φ)) * ht - 2 * hsc
  have h2 : 2 * Real.cos φ ^ 2 * Real.tan φ = 2 * Real.sin φ * Real.cos φ := by
    linear_combination 2 * Real.cos φ * ht
  have h3 : 2 * Real.cos φ ^ 2 * Real.tan φ ^ 2 = 1 - (2 * Real.cos φ ^ 2 - 1) := by
    linear_combination
      2 * (Real.tan φ * Real.cos φ + Real.sin φ) * ht + 2 * hsc
  rw [cayley_gibbs, hK, hdot, hden, Real.sin_two_mul, Real.cos_two_mul, smul_pow,
    smul_add, smul_smul, smul_smul, h2, h3, add_assoc]

end

end GibbsCayley
```

```lean
#print axioms GibbsCayley.cayley_gibbs
#print axioms GibbsCayley.cayley_rotation
#print axioms GibbsCayley.cayley_rodrigues
```

```
'GibbsCayley.cayley_gibbs' depends on axioms: [propext, Classical.choice, Quot.sound]
'GibbsCayley.cayley_rotation' depends on axioms: [propext, Classical.choice, Quot.sound]
'GibbsCayley.cayley_rodrigues' depends on axioms: [propext, Classical.choice, Quot.sound]
```

## From the cubic identity to the rotation

`crossMatrix_cube` is checked entry by entry: `fin_cases` runs through the nine index pairs, `simp` writes out the entries and `ring` proves the identities that remain. In `cayley_gibbs`, `h0` is the collapse to $(1+s)K$ and `h` is the product equal to $1+K$. There `noncomm_ring` expands matrix products without commuting factors, and `module` collects scalar multiples.

In `cayley_rotation`, `h4` and `hcc` supply the cancellation in $R^TR$, while `hT` gives the determinant. The axis comes from `cayley_fixed_iff`. `cayley_rodrigues` sets $\theta=2\varphi$ and proves the coefficient identities `hden`, `h2` and `h3` with `linear_combination`.

## Cancelling a matrix inverse

The closed form turns on `Matrix.nonsing_inv_mul`, which says $A^{-1}A=1$ but requires a proof that $\det A$ is a unit. Over the reals this means nonzero, and `hu` obtains it from `det_one_sub` and `one_add_dot_pos`. The rewrite `← h` then replaces $1+K$ by $(1-K)$ times the Gibbs expression, so that the inverse meets its partner and cancels.

## The missing half-turn

Take $n=(0,0,1)$ and $\theta=\pi$, so that $\cos(\theta/2)=0$. The Rodrigues side is $\mathrm{diag}(-1,-1,1)$. Lean assigns $\tan(\pi/2)$ the value 0, so the Cayley side is the identity, and the equation fails. No other finite $g$ would help: $Rv=-v$ implies $-(1-K)v=(1+K)v$, hence $v=0$, whereas a half-turn reverses every vector perpendicular to its axis.
